# Thermodynamic length bounds the total gap cost of a finite-state replica ladder from below

Setting up a temperature replica-exchange run includes deciding how many temperatures to place between the coldest and the hottest replica. Too few leave neighbouring energy distributions with little overlap, and swaps are rarely accepted. For a system with finitely many states, energy fluctuations along the temperature range set a lower limit on the number of gaps once a largest acceptable cost per gap is chosen.

Let the ladder have inverse temperatures β_0 ≤ … ≤ β_M, with β = 1/(k_B T), and let U_i be the canonical mean energy at β_i. The cost of gap i is

C_i = (β_(i+1) − β_i)(U_i − U_(i+1)).

This quantity comes from the swap rule. If the two replicas currently have energies ε_i and ε_(i+1), the swap is accepted with probability min(1, exp Δ), where Δ = (β_(i+1) − β_i)(ε_(i+1) − ε_i). At equilibrium the mean of Δ is −C_i.

In a calculation, short pilot runs estimate the standard deviation of the energy at several values of β, and its numerical integral over β estimates the thermodynamic length L. Suppose that L = 11.4 and that no gap may cost more than 1. The bound derived below then requires at least 12 gaps, hence 13 replicas. This is a necessary number; it does not guarantee a particular acceptance rate.

## From energy fluctuations to the ladder bound

Let X be a finite nonempty set of states with energies E(x). Define

Z(β) = ∑_x exp(−βE(x)),
p_β(x) = exp(−βE(x))/Z(β),
U(β) = ∑_x p_β(x)E(x),
V(β) = ∑_x p_β(x)(E(x) − U(β))².

The length from a to b is L(a,b) = ∫_a^b √V(β) dβ, and L stands for L(β_0, β_M). The claim for M ≥ 1 is

∑_(i=0)^(M−1) C_i ≥ L²/M.

Differentiating the partition function gives Z′ = −ZU. By the quotient rule,

dp_β(x)/dβ = p_β(x)(U − E(x)).

Multiply by E(x), write E(x) = (E(x) − U) + U, and sum:

dU/dβ = −∑_x p_β(x)(E(x) − U)² − U ∑_x p_β(x)(E(x) − U) = −V.

The last sum vanishes because the probabilities add to one. Since p_β(x) and U are differentiable in β, V is continuous, and therefore

U(a) − U(b) = ∫_a^b V(β) dβ.

Now take one gap with a < b and set c = L(a,b)/(b − a), the mean standard deviation over the gap. From (√V − c)² ≥ 0 we have 2c√V − c² ≤ V. Integration gives

2cL(a,b) − c²(b − a) ≤ U(a) − U(b).

Multiply by b − a. Because c(b − a) = L(a,b), the left side becomes 2L(a,b)² − L(a,b)², so

L(a,b)² ≤ (b − a)(U(a) − U(b)).

If a = b, both sides are zero.

For the whole ladder, put ℓ_i = L(β_i, β_(i+1)). These lengths add up to L, and the Cauchy–Schwarz inequality gives

L² = (∑_i ℓ_i)² ≤ M ∑_i ℓ_i² ≤ M ∑_i C_i.

Division by M gives the claim. If every C_i is at most d² with d ≥ 0, then L² ≤ M²d², so L ≤ Md. For d > 0 this is the replica count M ≥ L/d used above.

## The canonical ensemble as finite sums

In the Lean development, the type `X` is the set of states, and a degenerate level appears as several states with equal energy.

```lean
import Mathlib

open Real

namespace ReplicaLadderLength

noncomputable section

variable {X : Type*} [Fintype X]
```

The function `partition` is Z. Its argument `b` is an inverse temperature, which may be any real number.

```lean
/-- The canonical partition function at inverse temperature `b`. -/
def partition (E : X → ℝ) (b : ℝ) : ℝ := ∑ x, exp (-b * E x)
```

The probabilities, mean energy and variance are the sums written above.

```lean
/-- The Boltzmann probability of the state `x` at inverse temperature `b`,
for a nonempty set of states. -/
def boltzmann (E : X → ℝ) (b : ℝ) (x : X) : ℝ := exp (-b * E x) / partition E b

/-- The canonical mean energy at inverse temperature `b`. -/
def meanEnergy (E : X → ℝ) (b : ℝ) : ℝ := ∑ x, boltzmann E b x * E x

/-- The canonical variance of the energy at inverse temperature `b`. -/
def energyVar (E : X → ℝ) (b : ℝ) : ℝ :=
  ∑ x, boltzmann E b x * (E x - meanEnergy E b) ^ 2
```

The length is the integral of the standard deviation of the energy over inverse temperature. Energy times inverse temperature has no unit, so the length is dimensionless.

```lean
/-- The thermodynamic length from `a` to `b`: the integral of the standard deviation
of the energy over inverse temperature. -/
def thermoLength (E : X → ℝ) (a b : ℝ) : ℝ := ∫ t in a..b, √(energyVar E t)
```

`gapCost E a b` is the cost of a single gap.

```lean
/-- The cost of a gap between neighbouring replicas at `a` and `b`: the difference of inverse
temperatures times the drop of the mean energy. -/
def gapCost (E : X → ℝ) (a b : ℝ) : ℝ := (b - a) * (meanEnergy E a - meanEnergy E b)
```

From here on the state set is nonempty. Every Boltzmann weight is positive, so Z is positive and the probabilities are normalised.

```lean
variable [Nonempty X]

/-- The partition function of a finite nonempty set of states is positive. -/
theorem partition_pos (E : X → ℝ) (b : ℝ) : 0 < partition E b :=
  Finset.sum_pos (fun _ _ => exp_pos _) Finset.univ_nonempty

/-- The Boltzmann probabilities sum to one. -/
theorem sum_boltzmann (E : X → ℝ) (b : ℝ) : ∑ x, boltzmann E b x = 1 := by
  unfold boltzmann
  rw [← Finset.sum_div]
  exact div_self (partition_pos E b).ne'
```

## Mean energy and its fluctuations

The next theorem is the formula for dp_β(x)/dβ. In its proof, `hw` differentiates one Boltzmann weight and `hZ` sums these derivatives to obtain Z′ = −ZU. The quotient rule then gives the result, with `hp` converting weights into Z times probabilities.

```lean
/-- The population of a state changes with inverse temperature at the rate
`p(x) (U - E(x))`, where `U` is the mean energy. -/
theorem hasDerivAt_boltzmann (E : X → ℝ) (b : ℝ) (x : X) :
    HasDerivAt (fun t => boltzmann E t x)
      (boltzmann E b x * (meanEnergy E b - E x)) b := by
  have hZ0 := (partition_pos E b).ne'
  have hp : ∀ y, partition E b * boltzmann E b y = exp (-b * E y) := by
    intro y
    unfold boltzmann
    field_simp
  have hw : ∀ y, HasDerivAt (fun t : ℝ => exp (-t * E y)) (-(E y) * exp (-b * E y)) b := by
    intro y
    have h1 : HasDerivAt (fun t : ℝ => -t * E y) (-(E y)) b :=
      ((hasDerivAt_neg b).mul_const (E y)).congr_deriv (by ring)
    exact h1.exp.congr_deriv (by ring)
  -- the derivative of the partition function is `-Z U`
  have hZ : HasDerivAt (partition E) (-(partition E b * meanEnergy E b)) b := by
    have h := HasDerivAt.fun_sum (fun y (_ : y ∈ Finset.univ) => hw y)
    refine h.congr_deriv ?_
    rw [meanEnergy, Finset.mul_sum, ← Finset.sum_neg_distrib]
    refine Finset.sum_congr rfl fun y _ => ?_
    linear_combination (E y) * hp y
  refine ((hw x).fun_div hZ hZ0).congr_deriv ?_
  rw [div_eq_iff (pow_ne_zero 2 hZ0)]
  linear_combination (E x * partition E b - partition E b * meanEnergy E b) * hp x
```

The fluctuation formula dU/dβ = −V follows by summation. Here `h0` says that deviations from the mean average to zero, and the `calc` block is the splitting of E(x) used by hand.

```lean
/-- Fluctuation formula: the derivative of the mean energy with respect to inverse temperature
is minus the variance of the energy. -/
theorem hasDerivAt_meanEnergy (E : X → ℝ) (b : ℝ) :
    HasDerivAt (meanEnergy E) (-(energyVar E b)) b := by
  have h := HasDerivAt.fun_sum (fun x (_ : x ∈ Finset.univ) =>
    (hasDerivAt_boltzmann E b x).mul_const (E x))
  refine h.congr_deriv ?_
  -- deviations from the mean average to zero
  have h0 : ∑ x, boltzmann E b x * (E x - meanEnergy E b) = 0 := by
    simp only [mul_sub, Finset.sum_sub_distrib, ← Finset.sum_mul, sum_boltzmann, one_mul]
    exact sub_self _
  calc ∑ x, boltzmann E b x * (meanEnergy E b - E x) * E x
      = ∑ x, (-(boltzmann E b x * (E x - meanEnergy E b) ^ 2)
          - meanEnergy E b * (boltzmann E b x * (E x - meanEnergy E b))) :=
        Finset.sum_congr rfl fun x _ => by ring
    _ = -(energyVar E b) := by
        rw [energyVar, Finset.sum_sub_distrib, Finset.sum_neg_distrib, ← Finset.mul_sum, h0,
          mul_zero, sub_zero]
```

Differentiability of the probabilities and of the mean energy makes both continuous, and the variance is built from them by finite sums and products.

```lean
/-- The variance of the energy is a continuous function of inverse temperature. -/
theorem continuous_energyVar (E : X → ℝ) : Continuous (energyVar E) := by
  have hp : ∀ x, Continuous fun t => boltzmann E t x := fun x =>
    continuous_iff_continuousAt.2 fun t => (hasDerivAt_boltzmann E t x).continuousAt
  have hm : Continuous (meanEnergy E) :=
    continuous_iff_continuousAt.2 fun t => (hasDerivAt_meanEnergy E t).continuousAt
  exact continuous_finsetSum _ fun x _ => (hp x).mul ((continuous_const.sub hm).pow 2)
```

## Gap cost as relative entropy

The cost also measures how far apart the two Boltzmann distributions are. Taking logarithms,

log(p_a(x)/p_b(x)) = (b − a)E(x) + log Z(b) − log Z(a).

Multiply by p_a(x) − p_b(x) and sum. The terms in log Z cancel by normalisation, which leaves (b − a)(U(a) − U(b)). The result is the sum of the relative entropies in the two directions, without the factor ½ that some texts include. In the proof, `hterm` is this expansion for one state.

```lean
/-- The cost of a gap is the symmetrised relative entropy of the Boltzmann distributions
at its two ends. -/
theorem gapCost_eq_relative_entropy (E : X → ℝ) (a b : ℝ) :
    gapCost E a b = ∑ x, (boltzmann E a x - boltzmann E b x) *
      log (boltzmann E a x / boltzmann E b x) := by
  have hpos : ∀ t x, 0 < boltzmann E t x := fun t x => div_pos (exp_pos _) (partition_pos E t)
  have hlog : ∀ t x, log (boltzmann E t x) = -t * E x - log (partition E t) := by
    intro t x
    rw [boltzmann, log_div (exp_pos _).ne' (partition_pos E t).ne', log_exp]
  have hterm : ∀ x, (boltzmann E a x - boltzmann E b x) *
      log (boltzmann E a x / boltzmann E b x)
      = (b - a) * (boltzmann E a x * E x) - (b - a) * (boltzmann E b x * E x)
        + ((log (partition E b) - log (partition E a)) * boltzmann E a x
          - (log (partition E b) - log (partition E a)) * boltzmann E b x) := by
    intro x
    rw [log_div (hpos a x).ne' (hpos b x).ne', hlog, hlog]
    ring
  -- the free-energy terms cancel because both distributions are normalised
  rw [Finset.sum_congr rfl fun x _ => hterm x, Finset.sum_add_distrib,
    Finset.sum_sub_distrib, Finset.sum_sub_distrib, ← Finset.mul_sum, ← Finset.mul_sum,
    ← Finset.mul_sum, ← Finset.mul_sum, sum_boltzmann, sum_boltzmann]
  unfold gapCost meanEnergy
  ring
```

## One gap, then the whole ladder

The single-gap theorem assumes `a ≤ b` and treats equality first. For a proper gap, `hU` expresses the energy drop as the integrated variance, and `hc` introduces c through c(b − a) = L(a,b). The integral of 2c√V − c² is evaluated in `hlin` and compared with that of V in `hmono`, where `nlinarith` uses the square (√V − c)². Finally, `he` simplifies the left side after multiplication by b − a.

```lean
/-- For `a ≤ b`, the squared thermodynamic length of a single gap is at most its cost. -/
theorem sq_thermoLength_le_gapCost (E : X → ℝ) {a b : ℝ} (hab : a ≤ b) :
    thermoLength E a b ^ 2 ≤ gapCost E a b := by
  rcases hab.eq_or_lt with rfl | h
  · simp [thermoLength, gapCost]
  have hV := continuous_energyVar E
  have hs : Continuous fun t => √(energyVar E t) := hV.sqrt
  have hV0 : ∀ t, 0 ≤ energyVar E t := fun t => Finset.sum_nonneg fun x _ =>
    mul_nonneg (div_pos (exp_pos _) (partition_pos E t)).le (sq_nonneg _)
  -- the drop of the mean energy is the integrated variance
  have hU := intervalIntegral.integral_eq_sub_of_hasDerivAt
    (fun t (_ : t ∈ Set.uIcc a b) => hasDerivAt_meanEnergy E t)
    (hV.neg.intervalIntegrable a b)
  rw [intervalIntegral.integral_neg] at hU
  -- `c` is the mean standard deviation over the gap
  obtain ⟨c, hc⟩ : ∃ c, c * (b - a) = thermoLength E a b :=
    ⟨thermoLength E a b / (b - a), div_mul_cancel₀ _ (sub_pos.2 h).ne'⟩
  have hlin : ∫ t in a..b, (2 * c * √(energyVar E t) - c ^ 2)
      = 2 * c * thermoLength E a b - c ^ 2 * (b - a) := by
    rw [intervalIntegral.integral_sub, intervalIntegral.integral_const_mul,
      intervalIntegral.integral_const, smul_eq_mul, thermoLength]
    · ring
    · exact (continuous_const.mul hs).intervalIntegrable _ _
    · exact continuous_const.intervalIntegrable _ _
  have hmono : ∫ t in a..b, (2 * c * √(energyVar E t) - c ^ 2) ≤ ∫ t in a..b, energyVar E t :=
    intervalIntegral.integral_mono_on hab
      (((continuous_const.mul hs).sub continuous_const).intervalIntegrable _ _)
      (hV.intervalIntegrable _ _)
      (fun t _ => by nlinarith [Real.sq_sqrt (hV0 t), sq_nonneg (√(energyVar E t) - c)])
  rw [hlin] at hmono
  have key : 2 * c * thermoLength E a b - c ^ 2 * (b - a)
      ≤ meanEnergy E a - meanEnergy E b := by linarith
  have hmul := mul_le_mul_of_nonneg_left key (sub_pos.2 h).le
  have he : (b - a) * (2 * c * thermoLength E a b - c ^ 2 * (b - a))
      = thermoLength E a b ^ 2 := by
    linear_combination (thermoLength E a b - c * (b - a)) * hc
  rw [he] at hmul
  exact hmul
```

In the ladder theorem, `β` is a sequence indexed by natural numbers, of which only `β 0` to `β M` matter. The hypothesis `hβ` asks each of the M steps to be non-decreasing, so repeated temperatures are allowed. The conclusion is L² ≤ M ∑_i C_i, with the costs written out; for M ≥ 1, division gives the form stated earlier. For M = 0 both sides vanish.

The proof follows the last part of the derivation: `hadd` adds the lengths, `hcs` is the Cauchy–Schwarz inequality, and the single-gap theorem is applied to each term.

```lean
/-- Thermodynamic length bound: for an ordered ladder with `M` gaps, the squared length from the
first to the last inverse temperature is at most `M` times the total cost of the gaps. -/
theorem sq_thermoLength_le_ladder (E : X → ℝ) (β : ℕ → ℝ) (M : ℕ)
    (hβ : ∀ i < M, β i ≤ β (i + 1)) :
    thermoLength E (β 0) (β M) ^ 2 ≤
      M * ∑ i ∈ Finset.range M,
        (β (i + 1) - β i) * (meanEnergy E (β i) - meanEnergy E (β (i + 1))) := by
  -- lengths add along the ladder
  have hadd : ∑ i ∈ Finset.range M, thermoLength E (β i) (β (i + 1))
      = thermoLength E (β 0) (β M) :=
    intervalIntegral.sum_integral_adjacent_intervals fun i _ =>
      (continuous_energyVar E).sqrt.intervalIntegrable _ _
  have hcs := sq_sum_le_card_mul_sum_sq (s := Finset.range M)
    (f := fun i => thermoLength E (β i) (β (i + 1)))
  rw [hadd, Finset.card_range] at hcs
  refine hcs.trans (mul_le_mul_of_nonneg_left ?_ (Nat.cast_nonneg M))
  exact Finset.sum_le_sum fun i hi =>
    sq_thermoLength_le_gapCost E (hβ i (Finset.mem_range.1 hi))
```

The bound on the number of gaps takes the tolerated cost as `d ^ 2`. The proof bounds the total cost by Md², inserts this into the ladder theorem, and takes square roots using `hd`.

```lean
/-- If every gap of an ordered ladder costs at most `d ^ 2`, with `d ≥ 0`, then the number of
gaps times `d` is at least the thermodynamic length. -/
theorem thermoLength_le_gaps_mul (E : X → ℝ) (β : ℕ → ℝ) (M : ℕ)
    (hβ : ∀ i < M, β i ≤ β (i + 1)) {d : ℝ} (hd : 0 ≤ d)
    (hcost : ∀ i < M, gapCost E (β i) (β (i + 1)) ≤ d ^ 2) :
    thermoLength E (β 0) (β M) ≤ M * d := by
  have hs : ∑ i ∈ Finset.range M, gapCost E (β i) (β (i + 1))
      ≤ ∑ _i ∈ Finset.range M, d ^ 2 :=
    Finset.sum_le_sum fun i hi => hcost i (Finset.mem_range.1 hi)
  rw [Finset.sum_const, Finset.card_range, nsmul_eq_mul] at hs
  have h2 : thermoLength E (β 0) (β M) ^ 2 ≤ (M * d) ^ 2 :=
    ((sq_thermoLength_le_ladder E β M hβ).trans
      (mul_le_mul_of_nonneg_left hs (Nat.cast_nonneg M))).trans_eq (by ring)
  exact le_of_abs_le (abs_le_of_sq_le_sq h2 (mul_nonneg (Nat.cast_nonneg M) hd))
```

The length is positive whenever two states differ in energy and `a < b`, so for distinct end temperatures the lower bound L²/M on the total cost is then positive. The bound M ≥ L/d calls for more than one gap only when L > d. At each temperature, two different energies cannot both equal the mean. Some state therefore deviates from it, and since that state has positive probability, the variance is positive. Integrating the positive standard deviation gives the result.

```lean
/-- If two states differ in energy and `a < b`, the thermodynamic length from `a` to `b`
is positive. -/
theorem thermoLength_pos (E : X → ℝ) {x y : X} (hxy : E x ≠ E y) {a b : ℝ} (hab : a < b) :
    0 < thermoLength E a b := by
  refine intervalIntegral.intervalIntegral_pos_of_pos_on
    ((continuous_energyVar E).sqrt.intervalIntegrable _ _) (fun t _ => Real.sqrt_pos.2 ?_) hab
  -- some state deviates from the mean energy
  obtain ⟨z, hz⟩ : ∃ z, E z - meanEnergy E t ≠ 0 := by
    by_contra hc
    have hall : ∀ z, E z - meanEnergy E t = 0 := fun z => by
      by_contra hz
      exact hc ⟨z, hz⟩
    exact hxy (by linarith [hall x, hall y])
  have hpos : ∀ w, 0 < boltzmann E t w := fun w => div_pos (exp_pos _) (partition_pos E t)
  unfold energyVar
  exact Finset.sum_pos' (fun w _ => mul_nonneg (hpos w).le (sq_nonneg _))
    ⟨z, Finset.mem_univ z, mul_pos (hpos z)
      (lt_of_le_of_ne (sq_nonneg _) (pow_ne_zero 2 hz).symm)⟩

end

end ReplicaLadderLength
```

```lean
#print axioms ReplicaLadderLength.gapCost_eq_relative_entropy
#print axioms ReplicaLadderLength.sq_thermoLength_le_ladder
#print axioms ReplicaLadderLength.thermoLength_le_gaps_mul
#print axioms ReplicaLadderLength.thermoLength_pos
```

```
'ReplicaLadderLength.gapCost_eq_relative_entropy' depends on axioms: [propext, Classical.choice, Quot.sound]
'ReplicaLadderLength.sq_thermoLength_le_ladder' depends on axioms: [propext, Classical.choice, Quot.sound]
'ReplicaLadderLength.thermoLength_le_gaps_mul' depends on axioms: [propext, Classical.choice, Quot.sound]
'ReplicaLadderLength.thermoLength_pos' depends on axioms: [propext, Classical.choice, Quot.sound]
```

## What the bound means for a simulation

The theorems apply directly to temperature replica exchange for a finite-state model, such as Ising spins on a finite lattice, with a fixed energy function and β as the only parameter that varies. For a molecule with continuous coordinates, the step left to justify is the replacement of the finite sums by configuration integrals, including their convergence and differentiation with respect to β.

The means and variances in the theorems are exact canonical values, whereas a pilot run supplies estimates, so a replica count computed from them inherits their statistical and integration errors. The inequality concerns equilibrium averages and says nothing about how quickly replicas travel between the ends of the ladder.
